# A finite real basis with nonpositive mutual overlaps has dual functions with nonnegative overlaps

## Basis, overlap matrix and duals

Let $b_i$ be a finite family of vectors in a real inner product space $E$, for example real square-integrable functions. The index set is a finite type `n`, and the space need not be complete or finite-dimensional. Neither the $b_i$ nor their duals are assumed to be normalised.

```lean
import Mathlib

open Matrix

namespace ObtuseBasisDuals

noncomputable section

variable {n : Type*} [Fintype n] [DecidableEq n]
variable {E : Type*} [NormedAddCommGroup E] [InnerProductSpace ℝ E]
```

The overlap matrix has the elements

$$S_{ij} = \langle b_i, b_j\rangle .$$

```lean
/-- The overlap matrix of a family of real basis functions. -/
def overlap (b : n → E) : Matrix n n ℝ := Matrix.of fun i j => inner ℝ (b i) (b j)
```

The dual functions are the combinations of the $b_j$ whose coefficients are the rows of the inverse overlap matrix:

$$d_i = \sum_j (S^{-1})_{ij}\, b_j .$$

They lie in the span of the basis. In Lean the definition can be written down for any family, because Mathlib takes the inverse of a singular matrix to be the zero matrix, but it has its intended meaning when $S$ is invertible, which linear independence will guarantee.

```lean
/-- The dual functions, obtained from the basis with the inverse overlap matrix. -/
def dual (b : n → E) (i : n) : E := ∑ j, (overlap b)⁻¹ i j • b j
```

The family is called obtuse here if $S_{ij}\le 0$ for all $i\neq j$: no two distinct members make an acute angle. To tell which dual overlaps are strictly positive, one more notion is needed. Indices $i$ and $k$ are linked if there is a chain $i=a_0,a_1,\dots,a_m=k$ with $S_{a_r a_{r+1}}<0$ at every step. The case $m=0$ is allowed, so every index is linked to itself. In Lean this is the reflexive transitive closure of the relation "negative matrix element".

```lean
/-- Two indices are linked if a chain of strictly negative matrix elements, possibly of
length zero, leads from one to the other. -/
def Linked (S : Matrix n n ℝ) (i k : n) : Prop :=
  Relation.ReflTransGen (fun a c => S a c < 0) i k
```

## Nonnegative inverse elements

The next results concern any real positive definite matrix $S$ with nonpositive off-diagonal elements. Positive definiteness includes symmetry.

Suppose $(Sx)_a\ge 0$ for every $a$. The claim is that $x_a\ge 0$ for every $a$. Take the negative part of $x$ as a test vector, $y_a=\max(-x_a,0)$. Then

$$y_a\ge 0,\qquad y_a+x_a\ge 0,\qquad y_a\,(y_a+x_a)=0 .$$

Expand

$$y^{T}S(y+x)=\sum_{a,c} y_a\,S_{ac}\,(y_c+x_c).$$

The terms with $a=c$ vanish by the third relation. The terms with $a\ne c$ are nonpositive, since $S_{ac}\le 0$ multiplies two nonnegative numbers. Hence $y^{T}S(y+x)\le 0$. On the other hand $y^{T}Sx\ge 0$, because both $y$ and $Sx$ are nonnegative. Subtracting gives

$$y^{T}Sy = y^{T}S(y+x)-y^{T}Sx\le 0 .$$

If some $x_i$ were negative, $y$ would be nonzero and positive definiteness would give $y^{T}Sy>0$, a contradiction. In the proof, `hdisj` is the disjointness relation, `hsum` and `hyS` are the two sign estimates, and `linarith` combines them with `hpos`.

```lean
omit [DecidableEq n] in
/-- Minimum principle: for a positive definite matrix with nonpositive off-diagonal elements,
a vector `x` with `S x ≥ 0` entrywise is itself nonnegative. -/
theorem nonneg_of_mulVec_nonneg {S : Matrix n n ℝ} (hS : S.PosDef)
    (hoff : ∀ i j, i ≠ j → S i j ≤ 0) (x : n → ℝ) (hx : ∀ i, 0 ≤ (S *ᵥ x) i) (i : n) :
    0 ≤ x i := by
  by_contra hi
  have hi' : x i < 0 := lt_of_not_ge hi
  -- the negative part of x serves as test vector
  let y : n → ℝ := fun a => max (-x a) 0
  have hy0 : ∀ a, 0 ≤ y a := fun a => le_max_right _ _
  have hyx : ∀ a, 0 ≤ y a + x a := fun a => by
    have : -x a ≤ y a := le_max_left _ _
    linarith
  have hdisj : ∀ a, y a * (y a + x a) = 0 := fun a => by
    rcases le_total (-x a) 0 with h | h
    · have : y a = 0 := max_eq_right h
      rw [this, zero_mul]
    · have : y a = -x a := max_eq_left h
      rw [this]; ring
  have hne : y ≠ 0 := fun h => by
    have h1 : y i = 0 := congrFun h i
    have h2 := hyx i
    linarith
  have hpos := hS.dotProduct_mulVec_pos hne
  rw [star_trivial] at hpos
  have hsum : y ⬝ᵥ (S *ᵥ (y + x)) ≤ 0 := by
    simp only [dotProduct, Matrix.mulVec, Finset.mul_sum, Pi.add_apply]
    refine Finset.sum_nonpos fun a _ => Finset.sum_nonpos fun c _ => ?_
    by_cases hac : a = c
    · subst hac
      have : y a * (S a a * (y a + x a)) = S a a * (y a * (y a + x a)) := by ring
      rw [this, hdisj, mul_zero]
    · exact mul_nonpos_of_nonneg_of_nonpos (hy0 a)
        (mul_nonpos_of_nonpos_of_nonneg (hoff a c hac) (hyx c))
  have hyS : 0 ≤ y ⬝ᵥ (S *ᵥ x) :=
    Finset.sum_nonneg fun a _ => mul_nonneg (hy0 a) (hx a)
  rw [Matrix.mulVec_add, dotProduct_add] at hsum
  linarith
```

To apply this to the inverse, fix $k$ and let $x_a=(S^{-1})_{ak}$ be its $k$-th column. A positive definite matrix has positive determinant, so it is invertible, and $SS^{-1}=1$ read column by column says

$$(Sx)_i=\delta_{ik}.$$

```lean
/-- Each column of the inverse of a positive definite matrix solves the linear system
with a unit vector on the right-hand side. -/
theorem mulVec_inv_col {S : Matrix n n ℝ} (hS : S.PosDef) (k i : n) :
    (S *ᵥ fun a => S⁻¹ a k) i = (1 : Matrix n n ℝ) i k :=
  congrFun (congrFun (Matrix.mul_nonsing_inv S hS.det_pos.ne'.isUnit) i) k
```

The right-hand side is 0 or 1, hence nonnegative, and the minimum principle gives $(S^{-1})_{ik}\ge 0$ for all $i$ and $k$.

```lean
/-- A positive definite matrix with nonpositive off-diagonal elements has an entrywise
nonnegative inverse. -/
theorem inv_nonneg_of_offDiag_nonpos {S : Matrix n n ℝ} (hS : S.PosDef)
    (hoff : ∀ i j, i ≠ j → S i j ≤ 0) (i k : n) : 0 ≤ S⁻¹ i k := by
  refine nonneg_of_mulVec_nonneg hS hoff (fun a => S⁻¹ a k) (fun a => ?_) i
  rw [mulVec_inv_col hS, Matrix.one_apply]
  split_ifs <;> norm_num
```

## Strict positivity along chains

Keep the column $x_a=(S^{-1})_{ak}$, now known to be nonnegative. The claim is that $x_i>0$ exactly when $i$ is linked to $k$.

**A positive element requires a chain.** Suppose $x_i>0$ although $i$ is not linked to $k$. Let $z_a=x_a$ for indices $a$ not linked to $k$, and $z_a=0$ for the others. Then

$$z^{T}Sx-z^{T}Sz=\sum_{a\ \text{not linked}}\ \sum_{c\ \text{linked}} x_a\,S_{ac}\,x_c .$$

Here $a\neq c$, so $S_{ac}\le 0$. If $S_{ac}$ were negative, the step from $a$ to $c$ followed by the chain from $c$ to $k$ would link $a$ to $k$. So $S_{ac}=0$, and

$$z^{T}Sz=z^{T}Sx=\sum_a z_a\,\delta_{ak}=z_k=0,$$

the last step because $k$ is linked to itself. But $z_i=x_i>0$ makes $z$ nonzero, which contradicts positive definiteness. The two equalities are `h1` and `h2` in the first half of the proof.

**A chain gives a positive element.** If $x_a=0$, then every term of $\sum_c S_{ac}x_c$ is nonpositive: the diagonal term is zero, and the others are products of a nonpositive and a nonnegative number. This is `hterm`. It is used twice:

- For $a=k$ the sum equals 1, so $x_k=0$ is impossible and $x_k>0$.
- If $S_{ac}<0$ and $x_c>0$, then $x_a=0$ would make the sum strictly negative, whereas it equals $\delta_{ak}\ge 0$. So $x_a>0$.

Positivity therefore starts at $k$ and moves back along the chain to $i$. The induction principle `head_induction_on` treats the chain in this order, with the two items above as its cases `refl` and `head`.

```lean
/-- For a positive definite matrix with nonpositive off-diagonal elements, an element of the inverse
is strictly positive exactly when its two indices are linked by a chain of negative matrix elements,
possibly of length zero. -/
theorem inv_pos_iff_linked {S : Matrix n n ℝ} (hS : S.PosDef)
    (hoff : ∀ i j, i ≠ j → S i j ≤ 0) (i k : n) : 0 < S⁻¹ i k ↔ Linked S i k := by
  classical
  have hx := fun a => inv_nonneg_of_offDiag_nonpos hS hoff a k
  have hcol : ∀ a, ∑ c, S a c * S⁻¹ c k = (1 : Matrix n n ℝ) a k := mulVec_inv_col hS k
  -- where the column vanishes, every term of the row sum is nonpositive
  have hterm : ∀ a, S⁻¹ a k = 0 → ∀ c, S a c * S⁻¹ c k ≤ 0 := fun a ha c => by
    by_cases hac : a = c
    · rw [← hac, ha, mul_zero]
    · exact mul_nonpos_of_nonpos_of_nonneg (hoff a c hac) (hx c)
  constructor
  · intro hpos
    by_contra hi
    -- the part of the column outside the component of k has zero quadratic form
    let z : n → ℝ := fun a => if Linked S a k then 0 else S⁻¹ a k
    have hz0 : ∀ a, Linked S a k → z a = 0 := fun a h => if_pos h
    have hz1 : ∀ a, ¬ Linked S a k → z a = S⁻¹ a k := fun a h => if_neg h
    have hne : z ≠ 0 := fun h => by
      have h1 : z i = 0 := congrFun h i
      rw [hz1 i hi] at h1
      linarith
    have hq := hS.dotProduct_mulVec_pos hne
    rw [star_trivial] at hq
    have h1 : z ⬝ᵥ (S *ᵥ z) = z ⬝ᵥ (S *ᵥ fun a => S⁻¹ a k) := by
      simp only [dotProduct, Matrix.mulVec, Finset.mul_sum]
      refine Finset.sum_congr rfl fun a _ => Finset.sum_congr rfl fun c _ => ?_
      by_cases ha : Linked S a k
      · rw [hz0 a ha, zero_mul, zero_mul]
      by_cases hc : Linked S c k
      · have hac : a ≠ c := fun h => ha (h ▸ hc)
        have hS0 : S a c = 0 := le_antisymm (hoff a c hac)
          (le_of_not_gt fun h => ha (Relation.ReflTransGen.head h hc))
        rw [hS0, zero_mul, zero_mul]
      · rw [hz1 c hc]
    have h2 : z ⬝ᵥ (S *ᵥ fun a => S⁻¹ a k) = 0 := by
      refine Finset.sum_eq_zero fun a _ => ?_
      rw [mulVec_inv_col hS]
      by_cases hak : a = k
      · rw [hz0 a (hak ▸ Relation.ReflTransGen.refl), zero_mul]
      · rw [Matrix.one_apply_ne hak, mul_zero]
    linarith
  · intro h
    unfold Linked at h
    -- positivity starts at k and spreads along the chain
    induction h using Relation.ReflTransGen.head_induction_on with
    | refl =>
      refine lt_of_le_of_ne (hx k) fun h0 => ?_
      have h1 := Finset.sum_nonpos fun c (_ : c ∈ Finset.univ) => hterm k h0.symm c
      rw [hcol, Matrix.one_apply_eq] at h1
      linarith
    | @head a c hac _ ih =>
      refine lt_of_le_of_ne (hx a) fun h0 => ?_
      have h1 : ∑ d, S a d * S⁻¹ d k < ∑ _d : n, (0 : ℝ) :=
        Finset.sum_lt_sum (fun d _ => hterm a h0.symm d)
          ⟨c, Finset.mem_univ c, mul_neg_of_neg_of_pos hac ih⟩
      rw [hcol, Finset.sum_const_zero, Matrix.one_apply] at h1
      split_ifs at h1 <;> linarith
```

## From the matrix to the functions

For real coefficients $x_i$,

$$x^{T}Sx=\sum_{i,j}x_i\langle b_i,b_j\rangle x_j=\Bigl\|\sum_i x_i b_i\Bigr\|^2 .$$

If $x\neq 0$, linear independence makes the vector on the right nonzero, so its squared norm is positive. The symmetry of $S$ is the symmetry of the real inner product. Positive definiteness is thus derived from linear independence and needs no separate assumption.

```lean
omit [DecidableEq n] in
/-- The overlap matrix of linearly independent functions is positive definite. -/
theorem overlap_posDef {b : n → E} (hb : LinearIndependent ℝ b) : (overlap b).PosDef := by
  refine Matrix.posDef_iff_dotProduct_mulVec.mpr ⟨?_, ?_⟩
  · exact Matrix.IsHermitian.ext fun i j => by
      rw [star_trivial]
      exact real_inner_comm _ _
  · intro x hx
    have hne : ∑ i, x i • b i ≠ 0 := fun h =>
      hx (funext fun i => Fintype.linearIndependent_iff.mp hb x h i)
    -- the quadratic form is the squared norm of the expanded function
    have e : star x ⬝ᵥ (overlap b *ᵥ x) = ‖∑ i, x i • b i‖ ^ 2 := by
      rw [star_trivial, ← real_inner_self_eq_norm_sq, sum_inner]
      change ∑ i, x i * ∑ j, inner ℝ (b i) (b j) * x j = _
      refine Finset.sum_congr rfl fun i _ => ?_
      rw [inner_sum, Finset.mul_sum]
      refine Finset.sum_congr rfl fun j _ => ?_
      rw [real_inner_smul_left, real_inner_smul_right]
      ring
    rw [e]
    have := norm_pos_iff.mpr hne
    positivity
```

The duals are biorthogonal to the basis:

$$\langle d_i,b_j\rangle=\sum_k (S^{-1})_{ik}\,S_{kj}=\delta_{ij}.$$

```lean
/-- The dual functions are biorthogonal to the basis functions. -/
theorem inner_dual_basis {b : n → E} (hb : LinearIndependent ℝ b) (i j : n) :
    inner ℝ (dual b i) (b j) = (1 : Matrix n n ℝ) i j := by
  rw [← Matrix.nonsing_inv_mul (overlap b) (overlap_posDef hb).det_pos.ne'.isUnit,
    Matrix.mul_apply, dual, sum_inner]
  exact Finset.sum_congr rfl fun k _ => real_inner_smul_left _ _ _
```

Expanding only the left factor of a dual overlap and using biorthogonality for the right one gives

$$\langle d_i,d_j\rangle=\sum_k (S^{-1})_{ik}\,\langle b_k,d_j\rangle=\sum_k (S^{-1})_{ik}\,\delta_{jk}=(S^{-1})_{ij}.$$

```lean
/-- The overlaps of the dual functions are the elements of the inverse overlap matrix. -/
theorem inner_dual_dual {b : n → E} (hb : LinearIndependent ℝ b) (i j : n) :
    inner ℝ (dual b i) (dual b j) = (overlap b)⁻¹ i j := by
  have h : ∀ k, inner ℝ (b k) (dual b j) = (1 : Matrix n n ℝ) j k := fun k => by
    rw [real_inner_comm, inner_dual_basis hb]
  conv_lhs => rw [dual.eq_1 b i]
  rw [sum_inner]
  simp only [real_inner_smul_left, h, Matrix.one_apply, mul_ite, mul_one, mul_zero,
    Finset.sum_ite_eq, Finset.mem_univ, if_true]
```

The matrix results now carry over. The hypothesis `hb` is linear independence, and `hobt` is the condition $\langle b_i,b_j\rangle\le 0$ for $i\neq j$. For every pair $i,j$, equal or not, the conclusion has two parts: $\langle d_i,d_j\rangle\ge 0$, and this overlap is strictly positive if and only if $i$ and $j$ are linked by a chain of negative overlaps of the original functions.

```lean
/-- If distinct functions of a linearly independent family have nonpositive overlaps, all overlaps
of the dual functions are nonnegative; such an overlap is strictly positive exactly when the two
indices are linked by a chain of negative overlaps, possibly of length zero. -/
theorem dual_overlap_nonneg_and_pos_iff {b : n → E} (hb : LinearIndependent ℝ b)
    (hobt : ∀ i j, i ≠ j → inner ℝ (b i) (b j) ≤ 0) (i j : n) :
    0 ≤ inner ℝ (dual b i) (dual b j) ∧
      (0 < inner ℝ (dual b i) (dual b j) ↔ Linked (overlap b) i j) := by
  rw [inner_dual_dual hb]
  exact ⟨inv_nonneg_of_offDiag_nonpos (overlap_posDef hb) hobt i j,
    inv_pos_iff_linked (overlap_posDef hb) hobt i j⟩

end

end ObtuseBasisDuals
```

```lean
#print axioms ObtuseBasisDuals.dual_overlap_nonneg_and_pos_iff
```

```
'ObtuseBasisDuals.dual_overlap_nonneg_and_pos_iff' depends on axioms: [propext, Classical.choice, Quot.sound]
```

## Reading the result

The theorem concerns the sign of the dual overlaps and gives no bound on their size. Normalising the duals replaces $\langle d_i,d_j\rangle$ by

$$\frac{(S^{-1})_{ij}}{\sqrt{(S^{-1})_{ii}\,(S^{-1})_{jj}}},$$

which has the same sign, since the diagonal elements are positive.

A mistake that suggests itself is to conclude from $\langle b_i,b_j\rangle=0$ that $d_i$ and $d_j$ are orthogonal too. Take three normalised functions with

$$S=\begin{pmatrix}1&-\tfrac12&0\\-\tfrac12&1&-\tfrac12\\0&-\tfrac12&1\end{pmatrix}.$$

The first and third are orthogonal, but the second links them. Here $\det S=\tfrac12$ and $(S^{-1})_{13}=\tfrac14\big/\tfrac12=\tfrac12$, so their duals overlap; after normalisation the overlap is $\tfrac13$. For an obtuse, linearly independent family, two duals are orthogonal only if no chain at all joins their indices.

In electronic structure, the inverse overlap matrix appears in the orthogonal projector onto the span of a non-orthogonal basis when the projector is written in terms of that basis, and the theorem fixes the signs of the elements $(S^{-1})_{ij}$ for finite real bases that are obtuse. That is a real restriction: $s$-type Gaussians with positive coefficients overlap positively, so a set of two or more of them does not satisfy the hypothesis as it stands. Complex functions and infinite families are not covered.
